# No natural spin orbital of a two-electron state in a finite basis holds more than half the total occupation

If a complex matrix A satisfies Aᵀ = −A and Σ_ij |A_ij|² = 1, then for every complex vector x

‖Ax‖² ≤ ‖x‖²/2.

Read A as the amplitudes of an electron pair. The total occupation is then two, and no natural spin orbital, meaning an eigenvector of the one-particle density matrix with spin included, is occupied by more than one electron. A spatial orbital can hold two, one for each spin. This applies to any two-electron wavefunction expanded in finitely many orthonormal spin orbitals, interacting or not, such as a full configuration-interaction state of helium.

Coleman's name usually goes with a characterisation for any fixed number of electrons: the one-particle density matrices of ensembles are the Hermitian matrices with trace equal to that number and eigenvalues between zero and one. The result here is the upper limit for a pure state of two electrons, and it constructs no state from prescribed occupations.

## Amplitudes refer to orthonormal spin orbitals

The pair state is Ψ = Σ_ij A_ij φ_i(1) φ_j(2), with i and j running over a finite index type `n`. That the φ_i are orthonormal spin orbitals is the step from matrix to molecule that no hypothesis in the code expresses. In an overlapping atomic-orbital basis, Σ_ij |A_ij|² is in general not the squared norm of Ψ, and the amplitudes must first be transformed.

```lean
import Mathlib

open Matrix
open scoped ComplexConjugate

namespace ColemanPairBound

noncomputable section

variable {n : Type*} [Fintype n]
```

`weight x` is the squared norm ‖x‖², not a statistical weight.

```lean
/-- The squared norm of an orbital given by its complex coefficients. -/
def weight (x : n → ℂ) : ℝ := ∑ i, ‖x i‖ ^ 2
```

`pairNorm A` is the squared norm of Ψ, written N below.

```lean
/-- The squared Frobenius norm of a matrix of two-electron amplitudes. -/
def pairNorm (A : Matrix n n ℂ) : ℝ := ∑ i, ∑ j, ‖A i j‖ ^ 2
```

`slater u v` lacks the textbook factor 1/√2.

```lean
/-- The unnormalised Slater determinant of two orbitals, as a matrix of amplitudes. -/
def slater (u v : n → ℂ) : Matrix n n ℂ := Matrix.of fun i j => u i * v j - v i * u j
```

`oneBody A` is γ = 2AA†, where the factor two counts the electrons.

```lean
/-- The one-particle density matrix `2 A A†` of a pair with amplitudes `A`. -/
def oneBody (A : Matrix n n ℂ) : Matrix n n ℂ := (2 : ℂ) • (A * Aᴴ)
```

If x is the conjugate of a normalised orbital w, then Ax is the amplitude left for electron 1 when electron 2 is found in w, and for a normalised pair ‖Ax‖² is the probability of finding it there.

The next lemmas write the real sums of squares as complex sums of z times its conjugate, so that they can be expanded algebraically. They also record that a nonzero vector has positive `weight`, and that `pairNorm` is nonnegative and vanishes only for the zero matrix.

```lean
private lemma sq_cast (z : ℂ) : ((‖z‖ ^ 2 : ℝ) : ℂ) = z * conj z := by
  rw [Complex.mul_conj, Complex.normSq_eq_norm_sq]

private lemma weight_cast (x : n → ℂ) : (weight x : ℂ) = ∑ i, x i * conj (x i) := by
  simp only [weight, Complex.ofReal_sum, sq_cast]

private lemma pairNorm_cast (A : Matrix n n ℂ) :
    (pairNorm A : ℂ) = ∑ i, ∑ j, A i j * conj (A i j) := by
  simp only [pairNorm, Complex.ofReal_sum, sq_cast]

private lemma weight_dot (x : n → ℂ) : (weight x : ℂ) = star x ⬝ᵥ x := by
  rw [weight_cast]
  exact Finset.sum_congr rfl fun i _ => mul_comm _ _

private lemma weight_pos {x : n → ℂ} (hx : x ≠ 0) : 0 < weight x := by
  obtain ⟨i, hi⟩ := Function.ne_iff.1 hx
  have h : 0 < ‖x i‖ := norm_pos_iff.2 (show x i ≠ 0 from hi)
  exact Finset.sum_pos' (fun _ _ => sq_nonneg _) ⟨i, Finset.mem_univ i, pow_pos h 2⟩

private lemma pairNorm_nonneg (A : Matrix n n ℂ) : 0 ≤ pairNorm A :=
  Finset.sum_nonneg fun _ _ => Finset.sum_nonneg fun _ _ => sq_nonneg _

private lemma pairNorm_eq_zero {A : Matrix n n ℂ} : pairNorm A = 0 ↔ A = 0 := by
  constructor
  · intro h
    unfold pairNorm at h
    ext i j
    have h1 := (Finset.sum_eq_zero_iff_of_nonneg
      (fun i _ => Finset.sum_nonneg fun j _ => sq_nonneg ‖A i j‖)).1 h i (Finset.mem_univ i)
    have h2 := (Finset.sum_eq_zero_iff_of_nonneg
      (fun j _ => sq_nonneg ‖A i j‖)).1 h1 j (Finset.mem_univ j)
    simpa using h2
  · rintro rfl
    simp [pairNorm]
```

## Antisymmetry, Aᵀ = −A

This is the Pauli principle: exchanging the electrons changes the sign of Ψ. Its first use is

xᵀAx = (xᵀAx)ᵀ = xᵀAᵀx = −xᵀAx, hence xᵀAx = 0.

The two electrons are never both in the same spin orbital, which is what "orbital" means in the comments of the code. In Lean, `⬝ᵥ` is the dot product without conjugation and `*ᵥ` applies a matrix to a vector. The proof derives that the number equals its own negative.

```lean
/-- An antisymmetric pair has zero amplitude for both electrons in the same orbital. -/
theorem pauli_exclusion {A : Matrix n n ℂ} (hA : Aᵀ = -A) (x : n → ℂ) :
    x ⬝ᵥ A *ᵥ x = 0 := by
  have h : x ⬝ᵥ A *ᵥ x = -(x ⬝ᵥ A *ᵥ x) := by
    conv_lhs => rw [Matrix.dotProduct_mulVec, ← Matrix.mulVec_transpose, hA,
      Matrix.neg_mulVec, neg_dotProduct, dotProduct_comm]
  linear_combination h / 2
```

Now put y = Ax and c = ‖x‖², write x̄ for the conjugate of x, and let D be the determinant with entries

D_ij = y_i x̄_j − x̄_i y_j.

Antisymmetry enters a second time in the overlap of A with D. Since Σ_j A_ij x_j = y_i and Σ_i A_ij x_i = −y_j,

Σ_ij A_ij D̄_ij = Σ_ij A_ij x_j ȳ_i − Σ_ij A_ij x_i ȳ_j = ‖y‖² + ‖y‖² = 2‖y‖².

The squared norm of D uses Σ_i x_i y_i = xᵀAx = 0:

Σ_ij |D_ij|² = 2c‖y‖² − 2|Σ_i x_i y_i|² = 2c‖y‖².

Expanding the square then gives

Σ_ij |cA_ij − D_ij|² = c²N − 4c‖y‖² + 2c‖y‖² = c(Nc − 2‖y‖²).

In the proof of this identity, `S1` to `S4` are the overlap terms and their conjugates, and `S5` to `S8` are the four terms of the determinant's norm. The step `key` expands the square entry by entry with `ring`. After substitution, `Complex.ofReal_injective` returns the equation to the real numbers.

```lean
/-- For an antisymmetric pair `A` of squared norm `N`, the squared distance between `‖x‖² A` and the
unnormalised Slater determinant of `A x` and the conjugate of `x` is `‖x‖² (N ‖x‖² - 2 ‖A x‖²)`. -/
theorem determinant_distance {A : Matrix n n ℂ} (hA : Aᵀ = -A) (x : n → ℂ) :
    pairNorm ((weight x : ℂ) • A - slater (A *ᵥ x) (star x)) =
      weight x * (pairNorm A * weight x - 2 * weight (A *ᵥ x)) := by
  obtain ⟨y, hy⟩ : ∃ y, y = A *ᵥ x := ⟨_, rfl⟩
  obtain ⟨c, hc⟩ : ∃ c, c = weight x := ⟨_, rfl⟩
  have hxy : ∑ i, x i * y i = 0 := by rw [hy]; exact pauli_exclusion hA x
  have hxy' : ∑ i, conj (x i) * conj (y i) = 0 := by
    have h := congrArg (fun z => conj z) hxy
    simpa only [map_sum, map_mul, map_zero] using h
  have hrow : ∀ i, ∑ j, A i j * x j = y i := fun i => by rw [hy]; rfl
  have hanti : ∀ i j, A i j = -A j i := fun i j => congrFun (congrFun hA j) i
  have hN : ∑ i, x i * conj (x i) = (c : ℂ) := by rw [hc, weight_cast]
  have hW := (weight_cast y).symm
  -- the overlap of A with the determinant, term by term
  have S1 : ∑ i, ∑ j, A i j * x j * conj (y i) = (weight y : ℂ) := by
    simp only [← Finset.sum_mul, hrow, hW]
  have S2 : ∑ i, ∑ j, A i j * x i * conj (y j) = -(weight y : ℂ) := by
    rw [Finset.sum_comm, ← S1]
    simp only [← Finset.sum_neg_distrib]
    refine Finset.sum_congr rfl fun i _ => Finset.sum_congr rfl fun j _ => ?_
    linear_combination x j * conj (y i) * hanti j i
  have S3 : ∑ i, ∑ j, conj (A i j) * conj (x j) * y i = (weight y : ℂ) := by
    have h := congrArg (fun z => conj z) S1
    simpa only [map_sum, map_mul, Complex.conj_conj, Complex.conj_ofReal] using h
  have S4 : ∑ i, ∑ j, conj (A i j) * conj (x i) * y j = -(weight y : ℂ) := by
    have h := congrArg (fun z => conj z) S2
    simpa only [map_sum, map_mul, map_neg, Complex.conj_conj, Complex.conj_ofReal] using h
  -- the squared norm of the determinant, term by term
  have S5 : ∑ i, ∑ j, (y i * conj (y i)) * (x j * conj (x j)) = (weight y : ℂ) * c := by
    rw [← Finset.sum_mul_sum, hW, hN]
  have S6 : ∑ i, ∑ j, (x i * conj (x i)) * (y j * conj (y j)) = (c : ℂ) * weight y := by
    rw [← Finset.sum_mul_sum, hW, hN]
  have S7 : ∑ i, ∑ j, (x i * y i) * (conj (x j) * conj (y j)) = 0 := by
    rw [← Finset.sum_mul_sum, hxy, zero_mul]
  have S8 : ∑ i, ∑ j, (conj (x i) * conj (y i)) * (x j * y j) = 0 := by
    rw [← Finset.sum_mul_sum, hxy', zero_mul]
  have key : (pairNorm ((c : ℂ) • A - slater y (star x)) : ℂ) =
      (c : ℂ) ^ 2 * (∑ i, ∑ j, A i j * conj (A i j))
      - c * (∑ i, ∑ j, A i j * x j * conj (y i))
      + c * (∑ i, ∑ j, A i j * x i * conj (y j))
      - c * (∑ i, ∑ j, conj (A i j) * conj (x j) * y i)
      + c * (∑ i, ∑ j, conj (A i j) * conj (x i) * y j)
      + (∑ i, ∑ j, (y i * conj (y i)) * (x j * conj (x j)))
      + (∑ i, ∑ j, (x i * conj (x i)) * (y j * conj (y j)))
      - (∑ i, ∑ j, (x i * y i) * (conj (x j) * conj (y j)))
      - (∑ i, ∑ j, (conj (x i) * conj (y i)) * (x j * y j)) := by
    rw [pairNorm_cast]
    simp only [Finset.mul_sum, ← Finset.sum_add_distrib, ← Finset.sum_sub_distrib]
    refine Finset.sum_congr rfl fun i _ => Finset.sum_congr rfl fun j _ => ?_
    simp only [Matrix.sub_apply, Matrix.smul_apply, slater, Matrix.of_apply, smul_eq_mul,
      Pi.star_apply, RCLike.star_def, map_sub, map_mul, Complex.conj_conj, Complex.conj_ofReal]
    ring
  rw [← pairNorm_cast, S1, S2, S3, S4, S5, S6, S7, S8] at key
  rw [← hy, ← hc]
  apply Complex.ofReal_injective
  rw [key]
  push_cast
  ring
```

Without antisymmetry the bound can fail, even for symmetric A. Take A with the single nonzero entry A_11 = 1, and let x be the first basis vector: then ‖Ax‖² = 1, although ‖x‖²/2 = 1/2. This is the spatial part of a singlet with both electrons in one spatial orbital, so for such a state the indices have to include spin.

## Unit norm, Σ_ij |A_ij|² = 1

The left side of the identity is a sum of squares, so c(Nc − 2‖y‖²) ≥ 0. For x ≠ 0, dividing by c > 0 gives

2‖Ax‖² ≤ N‖x‖².

For x = 0 both sides vanish. The proof makes the same case distinction, and no normalisation has been used so far.

```lean
/-- For an antisymmetric pair of any norm, twice the squared norm of `A x` is at most the
squared norm of the pair times that of `x`. -/
theorem pair_bound {A : Matrix n n ℂ} (hA : Aᵀ = -A) (x : n → ℂ) :
    2 * weight (A *ᵥ x) ≤ pairNorm A * weight x := by
  by_cases hx : x = 0
  · subst hx
    simp [weight]
  · have h := pairNorm_nonneg ((weight x : ℂ) • A - slater (A *ᵥ x) (star x))
    rw [determinant_distance hA] at h
    have h' := (mul_nonneg_iff_of_pos_left (weight_pos hx)).1 h
    linarith
```

Normalisation says that the pair is present with total probability one. It enters only here, by setting N = 1.

```lean
/-- Coleman bound for two electrons: a normalised antisymmetric pair `A` sends every orbital `x`
to a vector whose squared norm is at most half that of `x`. -/
theorem coleman_bound {A : Matrix n n ℂ} (hA : Aᵀ = -A) (hnorm : pairNorm A = 1)
    (x : n → ℂ) : weight (A *ᵥ x) ≤ weight x / 2 := by
  have h := pair_bound hA x
  rw [hnorm] at h
  linarith
```

The argument works equally for N ≤ 1. At N = 2 the inequality with the factor one half can fail, as the unnormalised determinant of two orthonormal orbitals shows.

The smallest basis that supports a normalised pair has two spin orbitals, since in one the only antisymmetric matrix is zero. With two, A_12 = a and A_21 = −a, where |a|² = 1/2. Then ‖Ax‖² = ‖x‖²/2 for every x, and the bound is always an equality.

## A nonzero x when the bound is attained

For x ≠ 0, equality makes the right side of the identity vanish, so every entry of cA − D is zero and A = D/c. Conversely, if A = D/c, the left side is zero, and dividing by c > 0 gives 2‖Ax‖² = N‖x‖². An equality at a nonzero x therefore means that the pair is a single determinant.

The proof first multiplies through by c, then reads the identity in both directions, using `pairNorm_eq_zero` each time. At x = 0 the inequality is trivially an equality and says nothing about A; Lean's convention 0⁻¹ = 0 would turn the right-hand statement into A = 0.

```lean
/-- For an antisymmetric pair and a nonzero `x`, the bound is an equality exactly when the pair is
the unnormalised Slater determinant of `A x` and the conjugate of `x`, divided by the squared norm
of `x`. -/
theorem equality_iff_slater {A : Matrix n n ℂ} (hA : Aᵀ = -A) {x : n → ℂ} (hx : x ≠ 0) :
    2 * weight (A *ᵥ x) = pairNorm A * weight x ↔
      A = (weight x : ℂ)⁻¹ • slater (A *ᵥ x) (star x) := by
  have hpos := weight_pos hx
  have hid := determinant_distance hA x
  rw [eq_inv_smul_iff₀ (Complex.ofReal_ne_zero.2 hpos.ne')]
  constructor
  · intro h
    rw [h, sub_self, mul_zero] at hid
    exact sub_eq_zero.1 (pairNorm_eq_zero.1 hid)
  · intro h
    rw [sub_eq_zero.2 h, pairNorm_eq_zero.2 rfl] at hid
    have h' := (mul_eq_zero.1 hid.symm).resolve_left hpos.ne'
    linarith
```

## A nonzero eigenvector of the density matrix

The total occupation is the trace

tr γ = 2 Σ_ij |A_ij|² = 2N.

```lean
/-- The total occupation, the trace of the one-particle density matrix, is twice the squared
norm of the pair. -/
theorem trace_oneBody (A : Matrix n n ℂ) :
    (oneBody A).trace = ((2 * pairNorm A : ℝ) : ℂ) := by
  rw [oneBody, Matrix.trace_smul, smul_eq_mul, Complex.ofReal_mul, pairNorm_cast]
  simp only [Matrix.trace, Matrix.diag_apply, Matrix.mul_apply, Matrix.conjTranspose_apply,
    RCLike.star_def, Complex.ofReal_ofNat]
```

A natural orbital v with occupation p satisfies γv = pv and v ≠ 0. Multiplying from the left by v† gives

p‖v‖² = 2 v†AA†v = 2‖A†v‖².

The matrix A† is also antisymmetric and has the same N, so the bound for A† yields p‖v‖² ≤ N‖v‖². Dividing by ‖v‖² > 0 gives p ≤ N = tr γ/2, which is one for a normalised pair.

In the code `occ` is p. The facts `hB` and `hN` transfer antisymmetry and norm to `Aᴴ`, `e'` is the expectation-value equation, and `pair_bound` finishes the estimate. The zero vector would satisfy the eigenvalue equation for every p, so without v ≠ 0 there would be no limit on p.

```lean
/-- In an antisymmetric pair, the occupation of a natural orbital (a nonzero eigenvector of the
one-particle density matrix) is at most half the total occupation. -/
theorem natural_occupation_le_half {A : Matrix n n ℂ} (hA : Aᵀ = -A) {v : n → ℂ}
    (hv : v ≠ 0) {occ : ℝ} (h : oneBody A *ᵥ v = (occ : ℂ) • v) :
    occ ≤ (oneBody A).trace.re / 2 := by
  have hB : (Aᴴ)ᵀ = -Aᴴ := by
    rw [← Matrix.conjTranspose_neg, ← hA]
    rfl
  have hN : pairNorm Aᴴ = pairNorm A := by
    simp only [pairNorm, Matrix.conjTranspose_apply, norm_star]
    exact Finset.sum_comm
  -- the occupation is the expectation value of the density matrix
  have h1 : star v ⬝ᵥ (oneBody A *ᵥ v) = occ * (star v ⬝ᵥ v) := by
    rw [h, dotProduct_smul, smul_eq_mul]
  rw [oneBody, Matrix.smul_mulVec, dotProduct_smul, smul_eq_mul] at h1
  have e : (2 : ℂ) * weight (Aᴴ *ᵥ v) = occ * weight v := by
    rw [weight_dot (Aᴴ *ᵥ v), weight_dot v, Matrix.star_mulVec,
      Matrix.conjTranspose_conjTranspose, ← Matrix.dotProduct_mulVec, Matrix.mulVec_mulVec]
    exact h1
  have e' : 2 * weight (Aᴴ *ᵥ v) = occ * weight v := by exact_mod_cast e
  have b := pair_bound hB v
  rw [hN, e'] at b
  have hocc := le_of_mul_le_mul_right b (weight_pos hv)
  rw [trace_oneBody, Complex.ofReal_re]
  linarith
```

For a numerical instance, take four spin orbitals with

A_12 = −A_21 = 0.8/√2, A_34 = −A_43 = 0.6/√2,

and all other entries zero. Then N = 0.64 + 0.36 = 1. The matrix γ is diagonal with occupations 0.64, 0.64, 0.36 and 0.36, which sum to two and stay below one. For x equal to the second basis vector, ‖Ax‖² = 0.32 ≤ 0.5. The identity gives a squared distance of 1 − 0.64 = 0.36, which is exactly the part of the pair in orbitals 3 and 4.

## Orthonormal u and v reach one half

Two electrons in distinct orthonormal orbitals u and v form a Slater determinant. Applying the unnormalised matrix uvᵀ − vuᵀ to the conjugate v̄ gives

(uvᵀ − vuᵀ)v̄ = u(vᵀv̄) − v(uᵀv̄) = u.

Here vᵀv̄ = 1 is the normalisation of v and uᵀv̄ = 0 is orthogonality. The image has norm one because u does. With x = v̄, the matrix is the determinant of Ax and x̄, so equality holds and 2·1 = N·1, that is, N = 2. After division by √2 the pair is normalised and the squared norm of the image is 1/2, so no smaller factor would do in the bound.

The proof follows this route: `hx` computes the image, and `equality_iff_slater` supplies the norm. Orthogonality matters for these values: for u = v the determinant is zero.

```lean
/-- For orthonormal orbitals `u` and `v`, the unnormalised Slater determinant has squared norm
two and sends the conjugate of `v` to a vector of norm one. -/
theorem slater_saturates {u v : n → ℂ} (hu : weight u = 1) (hv : weight v = 1)
    (huv : star v ⬝ᵥ u = 0) :
    pairNorm (slater u v) = 2 ∧ weight (slater u v *ᵥ star v) = 1 := by
  have hS : (slater u v)ᵀ = -slater u v := by
    ext i j
    simp only [slater, Matrix.transpose_apply, Matrix.neg_apply, Matrix.of_apply]
    ring
  have hvv : star v ⬝ᵥ v = 1 := by rw [← weight_dot, hv, Complex.ofReal_one]
  have hx : slater u v *ᵥ star v = u := by
    ext i
    have h : (slater u v *ᵥ star v) i = u i * (star v ⬝ᵥ v) - v i * (star v ⬝ᵥ u) := by
      simp only [Matrix.mulVec, dotProduct, slater, Matrix.of_apply, Finset.mul_sum,
        ← Finset.sum_sub_distrib]
      exact Finset.sum_congr rfl fun j _ => by ring
    rw [h, hvv, huv, mul_one, mul_zero, sub_zero]
  have hw : weight (star v) = 1 := by
    rw [← hv]
    simp only [weight, Pi.star_apply, norm_star]
  have hne : star v ≠ 0 := by
    intro h
    rw [h] at hw
    simp [weight] at hw
  -- the determinant meets the equality condition
  have heq := (equality_iff_slater hS hne).2
    (by rw [hx, hw, star_star, Complex.ofReal_one, inv_one, one_smul])
  rw [hx, hw, hu] at heq
  exact ⟨by linarith, by rw [hx, hu]⟩

end

end ColemanPairBound
```

```lean
#print axioms ColemanPairBound.coleman_bound
#print axioms ColemanPairBound.natural_occupation_le_half
#print axioms ColemanPairBound.slater_saturates
```

```
'ColemanPairBound.coleman_bound' depends on axioms: [propext, Classical.choice, Quot.sound]
'ColemanPairBound.natural_occupation_le_half' depends on axioms: [propext, Classical.choice, Quot.sound]
'ColemanPairBound.slater_saturates' depends on axioms: [propext, Classical.choice, Quot.sound]
```
